# The anomalous velocity of an adiabatically driven state is the drift rate times a Berry curvature

If an electron's velocity is taken to be the slope of its energy band and nothing more, a filled band carries no current in a weak electric field, because the slope integrates to zero over the Brillouin zone. The Hall current of a Chern insulator is then missing altogether. What has been left out is a change of the state itself: the field makes the crystal momentum $k$ drift, and the drifting state picks up a small admixture of other bands.

Let $u$ be a normalised eigenstate of the Bloch Hamiltonian $H(k)$ with energy $E$. Let $A$ be the derivative of $H$ along the direction of the drift and $B$ its derivative along the direction in which the velocity is measured, with $\hbar=1$. Below, $H$, $A$ and $B$ are arbitrary symmetric operators defined on all of a complex inner product space $V$, which covers a tight-binding or truncated plane-wave Hamiltonian at one $k$. The inner product is conjugate-linear in its first argument.

In Lean 4 with Mathlib:

```lean
import Mathlib

open scoped InnerProductSpace

namespace AnomalousVelocity

noncomputable section

variable {V : Type*} [NormedAddCommGroup V] [InnerProductSpace ℂ V]
```

## The state and its two changes

The velocity is an expectation value. Since an admixture changes the norm, it is defined as a quotient,
$$\langle B\rangle_\psi=\frac{\mathrm{Re}\,\langle\psi,B\psi\rangle}{\|\psi\|^2}.$$

```lean
/-- The expectation value of the observable `B` in the state `ψ ≠ 0`, which need not be
normalised. -/
def expectation (B : V →ₗ[ℂ] V) (ψ : V) : ℝ := (⟪ψ, B ψ⟫_ℂ).re / ‖ψ‖ ^ 2
```

Differentiating $(H-E)u=0$ along the drift gives the first-order perturbation equation for the change $x$ of $u$,
$$(H-E)x=-(A-\langle u,Au\rangle)u.$$
The change $y$ along the measured direction satisfies the same equation with $B$ in place of $A$.

```lean
/-- The first-order perturbation equation `(H - E) x = -(A - ⟨u, A u⟩) u` for the change `x`
of the state `u` when `A` is added to the Hamiltonian `H`. -/
def IsResponse (H A : V →ₗ[ℂ] V) (E : ℝ) (u x : V) : Prop :=
  H x - (E : ℂ) • x = -(A u - ⟪u, A u⟫_ℂ • u)
```

Now let the state drift slowly, at the rate $\varepsilon x$, with its phase chosen so that $\langle u,x\rangle=0$. Inserting $e^{-i\int E\,dt}(u+\varepsilon d)$ into $i\partial_t\psi=H\psi$ and keeping first order in $\varepsilon$ leaves
$$(H-E)d=ix.$$
A multiple of $u$ can still be added to $d$. To first order, a real multiple changes only the norm and an imaginary one only the phase, so $d$ is chosen with $\langle u,d\rangle=0$. The theorems on the anomalous velocity take both equations as hypotheses. That the electron really follows $u+\varepsilon d$ is the adiabatic approximation, and it is the step from the model to a crystal in a field that has to be supplied separately.

```lean
/-- The adiabatic correction `d` to a state `u` that drifts at the rate `x`: it is orthogonal
to `u` and solves `(H - E) d = i x`. -/
def IsAdiabaticCorrection (H : V →ₗ[ℂ] V) (E : ℝ) (u x d : V) : Prop :=
  ⟪u, d⟫_ℂ = 0 ∧ H d - (E : ℂ) • d = Complex.I • x
```

The Berry curvature is usually attached to a band over parameter space. Here `berryCurvature` is a function of two vectors, $-2\,\mathrm{Im}\langle x,y\rangle$, which is the usual quantity when $x$ and $y$ are the two $k$-derivatives of $u$.

```lean
/-- The Berry curvature `-2 Im ⟨x, y⟩` of two changes `x` and `y` of a state. -/
def berryCurvature (x y : V) : ℝ := -2 * (⟪x, y⟫_ℂ).im
```

## The velocity changes by an interference term

For $\|u\|=1$ and $\langle u,d\rangle=0$,
$$\langle B\rangle_{u+\varepsilon d}=\frac{\langle u,Bu\rangle+2\varepsilon\,\mathrm{Re}\langle u,Bd\rangle+\varepsilon^2\langle d,Bd\rangle}{1+\varepsilon^2\|d\|^2}.$$
The denominator has no linear term, so the derivative at $\varepsilon=0$ is $2\,\mathrm{Re}\langle u,Bd\rangle$. In the proof, `hnum` and `hden` are the two expansions, and the quotient rule finishes.

```lean
/-- When a normalised state `u` acquires a small admixture `ε d` orthogonal to it, the
expectation value of a symmetric `B` changes at the rate `2 Re ⟨u, B d⟩` at `ε = 0`. -/
theorem hasDerivAt_expectation {B : V →ₗ[ℂ] V} (hB : B.IsSymmetric) {u d : V}
    (hu : ‖u‖ = 1) (hd : ⟪u, d⟫_ℂ = 0) :
    HasDerivAt (fun ε : ℝ => expectation B (u + (ε : ℂ) • d)) (2 * (⟪u, B d⟫_ℂ).re) 0 := by
  have hs : (⟪d, B u⟫_ℂ).re = (⟪u, B d⟫_ℂ).re := by
    rw [← hB d u, ← inner_conj_symm (B d) u, Complex.conj_re]
  have hd' : ⟪d, u⟫_ℂ = 0 := inner_eq_zero_symm.mp hd
  have nsq : ∀ v : V, ‖v‖ ^ 2 = (⟪v, v⟫_ℂ).re := fun v =>
    (inner_self_eq_norm_sq (𝕜 := ℂ) v).symm
  -- numerator and norm are quadratic polynomials in the admixture
  have hnum : ∀ ε : ℝ, (⟪u + (ε : ℂ) • d, B (u + (ε : ℂ) • d)⟫_ℂ).re =
      (⟪u, B u⟫_ℂ).re + ε * (2 * (⟪u, B d⟫_ℂ).re) + ε ^ 2 * (⟪d, B d⟫_ℂ).re := by
    intro ε
    simp only [map_add, map_smul, inner_add_left, inner_add_right, inner_smul_left,
      inner_smul_right, Complex.conj_ofReal, Complex.add_re, Complex.re_ofReal_mul]
    rw [hs]
    ring
  have hden : ∀ ε : ℝ, ‖u + (ε : ℂ) • d‖ ^ 2 = 1 + ε ^ 2 * ‖d‖ ^ 2 := by
    intro ε
    have h1 : (⟪u, u⟫_ℂ).re = 1 := by rw [← nsq u, hu, one_pow]
    rw [nsq, nsq d]
    simp only [inner_add_left, inner_add_right, inner_smul_left, inner_smul_right,
      Complex.conj_ofReal, Complex.add_re, Complex.re_ofReal_mul, hd, hd', h1,
      Complex.zero_re]
    ring
  simp only [expectation, hnum, hden]
  have hid := hasDerivAt_id' (0 : ℝ)
  have h1 := ((hid.mul_const (2 * (⟪u, B d⟫_ℂ).re)).const_add (⟪u, B u⟫_ℂ).re).fun_add
    ((hid.fun_pow 2).mul_const (⟪d, B d⟫_ℂ).re)
  have h2 := ((hid.fun_pow 2).mul_const (‖d‖ ^ 2)).const_add 1
  exact (h1.fun_div h2 (by simp)).congr_deriv (by simp)
```

## The interference term is the curvature

The equation for $y$ reads $Bu=\langle u,Bu\rangle u-(H-E)y$. Move $B$ onto $u$, use $\langle u,d\rangle=0$, then move $H-E$ onto $d$:
$$\langle u,Bd\rangle=\langle Bu,d\rangle=-\langle(H-E)y,d\rangle=-\langle y,(H-E)d\rangle=-i\langle y,x\rangle.$$
Twice the real part is $2\,\mathrm{Im}\langle y,x\rangle=-2\,\mathrm{Im}\langle x,y\rangle$. The `calc` block goes through the same equalities; the third needs $E$ to be real.

```lean
/-- For symmetric `H` and `B`, the interference term `2 Re ⟨u, B d⟩` between a state and its
adiabatic correction is the Berry curvature of the drift `x` and the response `y` to `B`. -/
theorem interference_eq_berryCurvature {H B : V →ₗ[ℂ] V} (hH : H.IsSymmetric)
    (hB : B.IsSymmetric) {E : ℝ} {u x y d : V} (hy : IsResponse H B E u y)
    (hd : IsAdiabaticCorrection H E u x d) :
    2 * (⟪u, B d⟫_ℂ).re = berryCurvature x y := by
  unfold IsResponse at hy
  obtain ⟨hud, hd⟩ := hd
  have hBu : B u = ⟪u, B u⟫_ℂ • u - (H y - (E : ℂ) • y) := by
    rw [hy]
    abel
  have key : ⟪u, B d⟫_ℂ = -(Complex.I * ⟪y, x⟫_ℂ) := calc
    ⟪u, B d⟫_ℂ = ⟪B u, d⟫_ℂ := (hB u d).symm
    _ = -⟪H y - (E : ℂ) • y, d⟫_ℂ := by
      rw [hBu, inner_sub_left, inner_smul_left, hud, mul_zero, zero_sub]
    -- move `H - E` to the adiabatic correction
    _ = -⟪y, H d - (E : ℂ) • d⟫_ℂ := by
      rw [inner_sub_left, inner_sub_right, hH y d, inner_smul_left, inner_smul_right,
        Complex.conj_ofReal]
    _ = -(Complex.I * ⟪y, x⟫_ℂ) := by rw [hd, inner_smul_right]
  rw [key, berryCurvature, ← inner_conj_symm x y]
  simp only [Complex.neg_re, Complex.mul_re, Complex.I_re, Complex.I_im, Complex.conj_im]
  ring
```

Together the two steps give
$$\frac{d}{d\varepsilon}\langle B\rangle_{u+\varepsilon d}\Big|_{\varepsilon=0}=-2\,\mathrm{Im}\langle x,y\rangle.$$
To first order, the anomalous velocity is therefore the drift rate $\varepsilon$ times the curvature. `HasDerivAt f f' 0` says that `f` is differentiable at $0$ with derivative `f'`. The theorem requires neither $Hu=Eu$ nor that $x$ be the response to any particular operator.

```lean
/-- The anomalous velocity: for symmetric `H` and `B` and a normalised state `u` drifting at
the rate `x`, the adiabatic correction changes the expectation value of `B`, to first order,
by the Berry curvature of `x` and the response `y` to `B`. -/
theorem anomalous_velocity {H B : V →ₗ[ℂ] V} (hH : H.IsSymmetric) (hB : B.IsSymmetric)
    {E : ℝ} {u x y d : V} (hu : ‖u‖ = 1) (hy : IsResponse H B E u y)
    (hd : IsAdiabaticCorrection H E u x d) :
    HasDerivAt (fun ε : ℝ => expectation B (u + (ε : ℂ) • d)) (berryCurvature x y) 0 :=
  (hasDerivAt_expectation hB hu hd.1).congr_deriv
    (interference_eq_berryCurvature hH hB hy hd)
```

If the velocity is measured along the drift itself, then $B=A$ and $y=x$. Since $\langle x,x\rangle$ is real, the first-order change vanishes: the anomalous velocity is transverse.

```lean
/-- The anomalous velocity is transverse: for symmetric `H` and `A` and a normalised state whose
drift is a response to `A`, the adiabatic correction causes no first-order change in the expectation
value of `A` itself. -/
theorem anomalous_velocity_transverse {H A : V →ₗ[ℂ] V} (hH : H.IsSymmetric)
    (hA : A.IsSymmetric) {E : ℝ} {u x d : V} (hu : ‖u‖ = 1) (hx : IsResponse H A E u x)
    (hd : IsAdiabaticCorrection H E u x d) :
    HasDerivAt (fun ε : ℝ => expectation A (u + (ε : ℂ) • d)) 0 0 := by
  refine (anomalous_velocity hH hA hu hx hd).congr_deriv ?_
  have h : (⟪x, x⟫_ℂ).im = 0 := inner_self_im (𝕜 := ℂ) x
  rw [berryCurvature, h, mul_zero]
```

## The sum over states

Let $v$ be an eigenstate of $H$ with energy $e$. For every $w$ in $V$,
$$\langle v,(H-E)w\rangle=(e-E)\langle v,w\rangle.$$

```lean
/-- For symmetric `H`, projecting `(H - E) w` on an eigenstate `v` of energy `e` multiplies
the amplitude `⟨v, w⟩` by `e - E`. -/
theorem inner_shift {H : V →ₗ[ℂ] V} (hH : H.IsSymmetric) {e : ℝ} (E : ℝ) {v : V}
    (hv : H v = (e : ℂ) • v) (w : V) :
    ⟪v, H w - (E : ℂ) • w⟫_ℂ = ((e : ℂ) - E) * ⟪v, w⟫_ℂ := by
  rw [inner_sub_right, ← hH v w, hv, inner_smul_left, inner_smul_right, Complex.conj_ofReal]
  ring
```

Take $w=x$ and $e\neq E$. Then $v$ is orthogonal to $u$, the term with $\langle u,Au\rangle$ drops out, and
$$\langle v,x\rangle=-\frac{\langle v,Au\rangle}{e-E}.$$

```lean
/-- For symmetric `H`, an eigenstate `u` of energy `E` and an eigenstate `v` of another energy `e`,
a response `x` of `u` to `A` satisfies `⟨v, x⟩ = -⟨v, A u⟩ / (e - E)`. -/
theorem response_amplitude {H A : V →ₗ[ℂ] V} (hH : H.IsSymmetric) {e E : ℝ} {u v x : V}
    (hu : H u = (E : ℂ) • u) (hv : H v = (e : ℂ) • v) (he : e ≠ E)
    (hx : IsResponse H A E u x) : ⟪v, x⟫_ℂ = -⟪v, A u⟫_ℂ / ((e : ℂ) - E) := by
  have hne : (e : ℂ) - E ≠ 0 := sub_ne_zero.mpr (by exact_mod_cast he)
  have hvu : ⟪v, u⟫_ℂ = 0 := by
    have h := inner_shift hH E hv u
    rw [hu, sub_self, inner_zero_right] at h
    exact (mul_eq_zero.mp h.symm).resolve_left hne
  have h := inner_shift hH E hv x
  unfold IsResponse at hx
  rw [hx, inner_neg_right, inner_sub_right, inner_smul_right, hvu, mul_zero, sub_zero] at h
  rw [eq_div_iff hne, h]
  ring
```

Insert an orthonormal eigenbasis $b_n$ with energies $e_n$ into $\langle x,y\rangle$. The two minus signs cancel and the denominators multiply:
$$-2\,\mathrm{Im}\langle x,y\rangle=-2\,\mathrm{Im}\sum_{e_n\neq E}\frac{\langle u,Ab_n\rangle\langle b_n,Bu\rangle}{(e_n-E)^2}.$$
Basis states at energy $E$ contribute nothing, because projecting $(H-E)d=ix$ on them gives $\langle b_n,x\rangle=0$; the proof splits into these two cases. The level $E$ may be degenerate, but the response equations then require that $A$ and $B$ do not couple $u$ to the other states of that level. The finite basis makes $V$ finite-dimensional.

```lean
/-- The Karplus-Luttinger sum over states: for symmetric `H`, `A`, `B`, a normalised eigenstate `u`
of energy `E` that drifts as a response to `A` and has a response to `B`, and a finite orthonormal
eigenbasis of `H`, the first-order change of `⟨B⟩` caused by the adiabatic correction is a sum over
the basis states with energy other than `E`. -/
theorem karplus_luttinger {ι : Type*} [Fintype ι] {H A B : V →ₗ[ℂ] V}
    (hH : H.IsSymmetric) (hA : A.IsSymmetric) (hB : B.IsSymmetric) {E : ℝ} {u x y d : V}
    (hu : ‖u‖ = 1) (hE : H u = (E : ℂ) • u) (hx : IsResponse H A E u x)
    (hy : IsResponse H B E u y) (hd : IsAdiabaticCorrection H E u x d)
    (b : OrthonormalBasis ι ℂ V) (e : ι → ℝ) (hb : ∀ n, H (b n) = (e n : ℂ) • b n) :
    HasDerivAt (fun ε : ℝ => expectation B (u + (ε : ℂ) • d))
      (-2 * (∑ n with e n ≠ E,
        ⟪u, A (b n)⟫_ℂ * ⟪b n, B u⟫_ℂ / ((e n : ℂ) - E) ^ 2).im) 0 := by
  refine (anomalous_velocity hH hB hu hy hd).congr_deriv ?_
  rw [berryCurvature, ← b.sum_inner_mul_inner x y, Finset.sum_filter]
  congr 2
  refine Finset.sum_congr rfl fun n _ => ?_
  by_cases hn : e n = E
  · -- the adiabatic equation leaves no component of the drift at energy `E`
    have h := inner_shift hH E (hb n) d
    rw [hd.2, hn, sub_self, zero_mul, inner_smul_right] at h
    have h0 : ⟪b n, x⟫_ℂ = 0 := (mul_eq_zero.mp h).resolve_left Complex.I_ne_zero
    rw [if_neg (not_not.mpr hn), inner_eq_zero_symm.mp h0, zero_mul]
  · rw [if_pos hn, ← inner_conj_symm x (b n), response_amplitude hH hE (hb n) hn hx,
      response_amplitude hH hE (hb n) hn hy, map_div₀, map_neg, inner_conj_symm,
      hA u (b n), map_sub, Complex.conj_ofReal, Complex.conj_ofReal,
      div_mul_div_comm, neg_mul_neg, sq]
```

This sum gives one way to calculate the intrinsic anomalous Hall conductivity of non-interacting electrons in a model with finitely many bands. At each $k$ a program diagonalises $H(k)$, transforms $\partial H/\partial k_x$ and $\partial H/\partial k_y$ to the eigenbasis and evaluates the sum above for each occupied band. Adding up the results over the Brillouin zone gives the conductivity up to a constant prefactor. In a tight-binding model whose position operator is taken as diagonal in the orbitals, the derivatives of $H(k)$ are the velocity if the hopping phases contain the positions of the orbitals within the cell. Phases built from the lattice vectors alone can change the curvature at each $k$ and the conductivity of a partly filled band, but not the total over the Brillouin zone for a filled band.

## Two levels with numbers

A $2\times2$ matrix acts on column vectors.

```lean
/-- The operator on the state space of a two-level system given by a 2 × 2 matrix. -/
def twoLevel (M : Matrix (Fin 2) (Fin 2) ℂ) :
    EuclideanSpace ℂ (Fin 2) →ₗ[ℂ] EuclideanSpace ℂ (Fin 2) where
  toFun v := WithLp.toLp 2 (M.mulVec v.ofLp)
  map_add' v w := by
    ext i
    fin_cases i <;> simp [Matrix.mulVec, dotProduct, Fin.sum_univ_two] <;> ring
  map_smul' c v := by
    ext i
    fin_cases i <;> simp [Matrix.mulVec, dotProduct, Fin.sum_univ_two] <;> ring
```

Take $H=-\sigma_z$, $u=(1,0)$, $E=-1$, $A=\sigma_x$ and $B=\sigma_y$. On the second component $H-E$ is multiplication by $2$. From $Au=(0,1)$ and $Bu=(0,i)$ it follows that
$$x=(0,-\tfrac12),\qquad y=(0,-\tfrac i2),\qquad d=(0,-\tfrac i4).$$
Hence $\langle x,y\rangle=i/4$, and the curvature is $-1/2$. Directly,
$$\langle\sigma_y\rangle_{u+\varepsilon d}=\frac{-\varepsilon/2}{1+\varepsilon^2/16},$$
which at $\varepsilon=0.1$ is $-0.04997$, against $-0.05$ to first order. The expectation value of $\sigma_x$ stays at zero.

The last theorem confirms that these operators and vectors satisfy the hypotheses of `anomalous_velocity`, together with $Hu=Eu$ and the response equation for $x$, and gives the value of the curvature.

```lean
/-- For the two-level Hamiltonian `-σz`, the vector `u` is a normalised eigenstate of energy `-1`,
`x` and `y` are responses of `u` to `σx` and `σy`, and `d` is the adiabatic correction for the drift
`x`. The three operators are symmetric, and the Berry curvature of `x` and `y` is `-1/2`. -/
theorem anomalous_velocity_witness :
    let H := twoLevel !![-1, 0; 0, 1]
    let A := twoLevel !![0, 1; 1, 0]
    let B := twoLevel !![0, -Complex.I; Complex.I, 0]
    let u : EuclideanSpace ℂ (Fin 2) := !₂[1, 0]
    let x : EuclideanSpace ℂ (Fin 2) := !₂[0, -1 / 2]
    let y : EuclideanSpace ℂ (Fin 2) := !₂[0, -Complex.I / 2]
    let d : EuclideanSpace ℂ (Fin 2) := !₂[0, -Complex.I / 4]
    H.IsSymmetric ∧ A.IsSymmetric ∧ B.IsSymmetric ∧ ‖u‖ = 1 ∧ H u = ((-1 : ℝ) : ℂ) • u ∧
      IsResponse H A (-1) u x ∧ IsResponse H B (-1) u y ∧
      IsAdiabaticCorrection H (-1) u x d ∧ berryCurvature x y = -1 / 2 := by
  intro H A B u x y d
  refine ⟨?_, ?_, ?_, ?_, ?_, ?_, ?_, ⟨?_, ?_⟩, ?_⟩
  · intro v w
    simp [H, twoLevel, PiLp.inner_apply, Fin.sum_univ_two, dotProduct]
  · intro v w
    simp [A, twoLevel, PiLp.inner_apply, Fin.sum_univ_two, dotProduct] <;> ring
  · intro v w
    simp [B, twoLevel, PiLp.inner_apply, Fin.sum_univ_two, dotProduct] <;> ring
  · simp [u, EuclideanSpace.norm_eq, Fin.sum_univ_two]
  · ext i
    fin_cases i <;> simp [H, u, twoLevel, dotProduct, Fin.sum_univ_two]
  · unfold IsResponse
    ext i
    fin_cases i <;> simp [H, A, u, x, twoLevel, PiLp.inner_apply, dotProduct,
      Fin.sum_univ_two]
  · unfold IsResponse
    ext i
    fin_cases i <;> simp [H, B, u, y, twoLevel, PiLp.inner_apply, dotProduct,
      Fin.sum_univ_two] <;> ring
  · simp [u, d, PiLp.inner_apply, Fin.sum_univ_two]
  · ext i
    fin_cases i <;> simp [H, x, d, twoLevel, dotProduct,
      Fin.sum_univ_two] <;> ring
  · have h2 : (starRingEnd ℂ) 2 = 2 := Complex.conj_eq_iff_im.mpr (by simp)
    simp [berryCurvature, x, y, PiLp.inner_apply, Fin.sum_univ_two, h2] <;> norm_num

end

end AnomalousVelocity
```

```lean
#print axioms AnomalousVelocity.anomalous_velocity
#print axioms AnomalousVelocity.anomalous_velocity_transverse
#print axioms AnomalousVelocity.karplus_luttinger
```

```
'AnomalousVelocity.anomalous_velocity' depends on axioms: [propext, Classical.choice, Quot.sound]
'AnomalousVelocity.anomalous_velocity_transverse' depends on axioms: [propext, Classical.choice, Quot.sound]
'AnomalousVelocity.karplus_luttinger' depends on axioms: [propext, Classical.choice, Quot.sound]
```
